# A complex-linear map on n×n complex matrices that obeys the product rule on squares of Hermitian matrices is a derivation

Suppose that a linear map $D$ prescribes the rates of change of a spin's observables, and that it has been checked only on squares: $D(H^2)=D(H)H+H\,D(H)$ for every observable $H$. The derivative of a product of two different observables is then still in doubt. For the Pauli matrices the squares settle what happens to $\sigma_x\sigma_y+\sigma_y\sigma_x$, which is zero, but they do not directly give $D(\sigma_x\sigma_y)$. Let

$$F=D(\sigma_x\sigma_y)-D(\sigma_x)\sigma_y-\sigma_x D(\sigma_y).$$

If $F$ were not zero, the motion $\sigma_j\mapsto\sigma_j+t\,D(\sigma_j)$ would break the relation $[\sigma_x,\sigma_y]=2i\sigma_z$ by $-2tF$ at first order in the time $t$.

This does not happen. For complex-linear maps on finite complex matrices, the rule for squares of observables forces $D(XY)=D(X)Y+X\,D(Y)$ for all $X$ and $Y$, Hermitian or not.

## Observables as Hermitian matrices

Operators are square complex matrices whose rows and columns are labelled by a finite type `n`, which may have any number of elements, including one or none. The map `D` is linear over the complex numbers. Neither positivity nor compatibility with the adjoint is assumed.

For a spin or any other finite-level system this describes the whole operator algebra. Systems with an infinite-dimensional state space, such as a particle with position and momentum, are not covered.

```lean
import Mathlib

open Matrix

namespace JordanDerivation

variable {n : Type*} [Fintype n] [DecidableEq n]
  {D : Matrix n n ℂ →ₗ[ℂ] Matrix n n ℂ}
```

The hypothesis is the square rule. It says that, to first order in time, the evolved square of an observable is the square of the evolved observable. Unitary motion has this property, because $U^\dagger H^2U=(U^\dagger HU)^2$. The letter `H` stands for an arbitrary Hermitian matrix, not for a Hamiltonian.

```lean
/-- The product rule for squares of observables: `D(H²) = D(H) H + H D(H)` for every
Hermitian matrix `H`. -/
def SquareRule (D : Matrix n n ℂ →ₗ[ℂ] Matrix n n ℂ) : Prop :=
  ∀ H : Matrix n n ℂ, H.IsHermitian → D (H * H) = D H * H + H * D H
```

The quantity to be shown zero is the Leibniz defect

$$F(X,Y)=D(XY)-D(X)Y-X\,D(Y).$$

```lean
/-- The Leibniz defect `D(XY) - D(X) Y - X D(Y)`. -/
def defect (D : Matrix n n ℂ →ₗ[ℂ] Matrix n n ℂ) (X Y : Matrix n n ℂ) : Matrix n n ℂ :=
  D (X * Y) - D X * Y - X * D Y
```

Several steps produce twice the desired equation. If $M+M=N+N$, halving each entry gives $M=N$.

```lean
omit [Fintype n] [DecidableEq n] in
/-- Two complex matrices with equal doubles are equal. -/
lemma eq_of_double {M N : Matrix n n ℂ} (h : M + M = N + N) : M = N := by
  ext i j
  have e := congrArg (fun K : Matrix n n ℂ => K i j) h
  simp only [Matrix.add_apply] at e
  linear_combination e / 2
```

## From squares to anticommutators

For Hermitian $A$ and $B$ the sum $A+B$ is Hermitian, and

$$AB+BA=(A+B)^2-A^2-B^2.$$

Applying $D$ and using the square rule three times, the terms with $A$ alone or $B$ alone cancel. What remains is

$$D(AB+BA)=D(A)B+A\,D(B)+D(B)A+B\,D(A).$$

Any matrices can be written $X=A+iB$ and $Y=C+iE$ with $A,B,C,E$ Hermitian. Then, with $\{A,C\}=AC+CA$,

$$XY+YX=\{A,C\}+i\{A,E\}+i\{B,C\}+i^2\{B,E\}.$$

Both sides of the rule are complex-bilinear in $X$ and $Y$, so it extends to all matrices. In the proof, `key` is the polarisation and `dec` the splitting into Hermitian parts. The final `linear_combination` adds the four Hermitian cases with the coefficients $1,i,i,i^2$.

```lean
/-- If `D` obeys the square rule on observables, it obeys the product rule on the
anticommutator of any two matrices. -/
theorem anticommutator_rule (h : SquareRule D) (X Y : Matrix n n ℂ) :
    D (X * Y + Y * X) = D X * Y + X * D Y + D Y * X + Y * D X := by
  -- polarisation for observables
  have key : ∀ A B : Matrix n n ℂ, A.IsHermitian → B.IsHermitian →
      D (A * B) + D (B * A) = D A * B + A * D B + D B * A + B * D A := by
    intro A B hA hB
    have e : A * B + B * A = (A + B) * (A + B) - A * A - B * B := by noncomm_ring
    rw [← map_add, e, map_sub, map_sub, h _ (hA.add hB), h A hA, h B hB, map_add]
    noncomm_ring
  -- every matrix is a complex combination of two observables
  have dec : ∀ M : Matrix n n ℂ, ∃ A B : Matrix n n ℂ,
      A.IsHermitian ∧ B.IsHermitian ∧ M = A + Complex.I • B := fun M =>
    ⟨(realPart M : selfAdjoint (Matrix n n ℂ)), (imaginaryPart M : selfAdjoint (Matrix n n ℂ)),
      selfAdjoint.mem_iff.mp (realPart M).2, selfAdjoint.mem_iff.mp (imaginaryPart M).2,
      (realPart_add_I_smul_imaginaryPart M).symm⟩
  obtain ⟨A, B, hA, hB, rfl⟩ := dec X
  obtain ⟨C, E, hC, hE, rfl⟩ := dec Y
  simp only [add_mul, mul_add, smul_mul_assoc, mul_smul_comm, map_add, map_smul]
  linear_combination (norm := module) key A C hA hC + Complex.I • key A E hA hE
    + Complex.I • key B C hB hC + (Complex.I * Complex.I) • key B E hB hE
```

Complex linearity matters here: real linearity is not enough. On $1\times1$ matrices take $D(z)=\operatorname{Im}z$. It is real-linear and vanishes on the Hermitian matrices, which are the real numbers, so the square rule holds. Yet $D(i\cdot i)=D(-1)=0$, while $D(i)\,i+i\,D(i)=2i$. This small calculation is not part of the Lean development.

## The product XYX

Setting $Y=X$ in the anticommutator rule and halving gives $D(X^2)=D(X)X+X\,D(X)$ for every $X$. Next use the identity

$$2XYX=X(XY+YX)+(XY+YX)X-(X^2Y+YX^2).$$

The anticommutator rule applies to the pair $X,\,XY+YX$ and to the pair $X^2,\,Y$. Once it has also been used for $D(XY+YX)$, the expansion is

$$2D(XYX)=2D(X)YX+2X\,D(Y)X+2XY\,D(X).$$

Halving gives the triple rule. In Lean, `hsq` is the rule for $X^2$ and `e` is the identity after applying $D$; `noncomm_ring` expands products while keeping the order of factors.

```lean
/-- If `D` obeys the square rule on observables, it obeys the product rule on `XYX`. -/
theorem triple_rule (h : SquareRule D) (X Y : Matrix n n ℂ) :
    D (X * Y * X) = D X * Y * X + X * D Y * X + X * Y * D X := by
  have hsq : D (X * X) = D X * X + X * D X := by
    apply eq_of_double
    rw [← map_add, anticommutator_rule h X X]
    abel
  have e : D (X * Y * X) + D (X * Y * X) =
      D (X * (X * Y + Y * X) + (X * Y + Y * X) * X) - D (X * X * Y + Y * (X * X)) := by
    rw [← map_add, ← map_sub]
    congr 1
    noncomm_ring
  rw [anticommutator_rule h X (X * Y + Y * X), anticommutator_rule h (X * X) Y,
    anticommutator_rule h X Y, hsq] at e
  apply eq_of_double
  rw [e]
  noncomm_ring
```

## The defect against the commutator

The anticommutator rule says exactly that $F(X,Y)+F(Y,X)=0$.

```lean
/-- Under the square rule on observables, the Leibniz defect is antisymmetric. -/
theorem defect_swap (h : SquareRule D) (X Y : Matrix n n ℂ) :
    defect D Y X = -defect D X Y := by
  have e := anticommutator_rule h X Y
  rw [map_add] at e
  unfold defect
  linear_combination (norm := abel) e
```

Now write $P=XY$, $Q=YX$, $p=D(X)Y+X\,D(Y)$ and $q=D(Y)X+Y\,D(X)$. With $F=F(X,Y)$, antisymmetry gives

$$D(P)=p+F,\qquad D(Q)=q-F,\qquad D(P+Q)=p+q.$$

For any matrix $Z$, evaluate $D$ on $(P+Q)Z(P+Q)$ in two ways. The triple rule for the whole product gives

$$(p+q)Z(P+Q)+(P+Q)D(Z)(P+Q)+(P+Q)Z(p+q).$$

Alternatively, expand first:

$$(P+Q)Z(P+Q)=PZP+QZQ+X(YZY)X+Y(XZX)Y.$$

The triple rule on each term, used twice for the nested ones, gives

$$\begin{aligned}
D(PZP)&=(p+F)ZP+P\,D(Z)P+PZ(p+F),\\
D(QZQ)&=(q-F)ZQ+Q\,D(Z)Q+QZ(q-F),\\
D(X(YZY)X)&=pZQ+P\,D(Z)Q+PZq,\\
D(Y(XZX)Y)&=qZP+Q\,D(Z)P+QZp.
\end{aligned}$$

Subtracting the first evaluation from the sum of these four lines leaves

$$FZ(P-Q)+(P-Q)ZF=0,\qquad P-Q=[X,Y].$$

In the proof, `hq` expresses $D(YX)$ through $D(XY)$, and `e` equates the two groupings before the triple rules are inserted.

```lean
/-- Under the square rule on observables, the defect `F` of `X, Y` and their commutator
satisfy `F Z [X,Y] + [X,Y] Z F = 0` for every matrix `Z`. -/
theorem defect_sandwich (h : SquareRule D) (X Y Z : Matrix n n ℂ) :
    defect D X Y * Z * (X * Y - Y * X) + (X * Y - Y * X) * Z * defect D X Y = 0 := by
  have hq : D (Y * X) = D X * Y + X * D Y + D Y * X + Y * D X - D (X * Y) := by
    rw [← anticommutator_rule h X Y, map_add]
    abel
  -- the same matrix, grouped in two ways
  have e : D ((X * Y + Y * X) * Z * (X * Y + Y * X)) =
      D (X * Y * Z * (X * Y)) + D (Y * X * Z * (Y * X))
        + D (X * (Y * Z * Y) * X) + D (Y * (X * Z * X) * Y) := by
    rw [← map_add, ← map_add, ← map_add]
    congr 1
    noncomm_ring
  rw [triple_rule h (X * Y + Y * X) Z, triple_rule h (X * Y) Z, triple_rule h (Y * X) Z,
    triple_rule h X (Y * Z * Y), triple_rule h Y (X * Z * X), triple_rule h Y Z,
    triple_rule h X Z, map_add, hq] at e
  unfold defect
  linear_combination (norm := noncomm_ring) -e
```

## Matrix units isolate the entries

Suppose $AZC+CZA=0$ for every $Z$, with $C\neq0$. Let $Z$ be the matrix unit with a one in position $(j,k)$ and zeros elsewhere. The $(i,l)$ entry of the equation is

$$A_{ij}C_{kl}+C_{ij}A_{kl}=0.$$

Choose $k,l$ with $C_{kl}\neq0$. Taking $i=k$ and $j=l$ gives $2A_{kl}C_{kl}=0$, so $A_{kl}=0$. The equation then reduces to $A_{ij}C_{kl}=0$, and every $A_{ij}$ vanishes. The entry equation is `ent` in the code.

```lean
/-- If `A Z C + C Z A = 0` for every matrix `Z` and `C` is not zero, then `A` is zero. -/
lemma eq_zero_of_sandwich {A C : Matrix n n ℂ} (h : ∀ Z, A * Z * C + C * Z * A = 0)
    (hC : C ≠ 0) : A = 0 := by
  -- matrix units in place of `Z` isolate products of entries
  have ent : ∀ i j k l, A i j * C k l + C i j * A k l = 0 := by
    intro i j k l
    have e := congrArg (fun M : Matrix n n ℂ => M i l) (h (Matrix.single j k 1))
    simpa [Matrix.mul_apply, Matrix.single_apply, ite_and] using e
  obtain ⟨k, l, hkl⟩ : ∃ k l, C k l ≠ 0 := by
    by_contra hc
    simp only [ne_eq, not_exists, not_not] at hc
    exact hC (by ext i j; exact hc i j)
  have h0 : C k l * A k l = 0 := by linear_combination ent k l k l / 2
  have hA : A k l = 0 := (mul_eq_zero.mp h0).resolve_left hkl
  ext i j
  have e := ent i j k l
  rw [hA, mul_zero, add_zero] at e
  exact (mul_eq_zero.mp e).resolve_right hkl
```

## The full product rule

If $X$ and $Y$ do not commute, the last two results, with $C=[X,Y]$, give $F(X,Y)=0$. The commuting pairs remain.

- If $X$ fails to commute with some $W$, then $[X,Y+W]=[X,W]\neq0$. Both $F(X,Y+W)$ and $F(X,W)$ therefore vanish. Since $F$ is additive in its second argument, $F(X,Y)=0$.
- If $Y$ fails to commute with some matrix, the same argument gives $F(Y,X)=0$, and antisymmetry gives $F(X,Y)=0$.
- If both commute with every matrix, reordering the factors gives $F(Y,X)=F(X,Y)$. Together with antisymmetry this yields $F(X,Y)=0$. For $1\times1$ matrices this is the only case.

The theorem reads: given `h : SquareRule D` and any two matrices `X` and `Y`, the equation `D (X * Y) = D X * Y + X * D Y` holds. In its proof, `nc` handles non-commuting pairs and `shift` carries out the displacement by $W$.

```lean
/-- A complex-linear map on complex matrices that obeys the product rule on squares of
observables obeys the full Leibniz rule on all products. -/
theorem leibniz_of_squareRule (h : SquareRule D) (X Y : Matrix n n ℂ) :
    D (X * Y) = D X * Y + X * D Y := by
  have nc : ∀ A B : Matrix n n ℂ, A * B ≠ B * A → defect D A B = 0 := fun A B hAB =>
    eq_zero_of_sandwich (defect_sandwich h A B) (sub_ne_zero.mpr hAB)
  -- a commuting partner is shifted by a non-commuting one
  have shift : ∀ A B : Matrix n n ℂ, (∃ W, A * W ≠ W * A) → defect D A B = 0 := by
    rintro A B ⟨W, hW⟩
    by_cases hAB : A * B = B * A
    · have h2 := nc A (B + W) (by
        rw [mul_add, add_mul, hAB]
        exact fun q => hW (add_left_cancel q))
      have e : defect D A (B + W) = defect D A B + defect D A W := by
        simp only [defect, mul_add, map_add]
        abel
      rw [h2, nc A W hW, add_zero] at e
      exact e.symm
    · exact nc A B hAB
  have hF : defect D X Y = 0 := by
    by_cases hX : ∃ W, X * W ≠ W * X
    · exact shift X Y hX
    by_cases hY : ∃ W, Y * W ≠ W * Y
    · rw [defect_swap h Y X, shift Y X hY, neg_zero]
    -- both central: the defect is symmetric and antisymmetric
    simp only [ne_eq, not_exists, not_not] at hX hY
    have e : defect D Y X = defect D X Y := by
      simp only [defect]
      rw [hX Y, hX (D Y), hY (D X)]
      abel
    apply eq_of_double
    rw [add_zero]
    exact add_eq_zero_iff_eq_neg.mpr (e.symm.trans (defect_swap h X Y))
  unfold defect at hF
  rwa [sub_sub, sub_eq_zero] at hF
```

## The map is a commutator

Let $E_{ik}=|i\rangle\langle k|$ be the matrix units, fix one index $k$, and define

$$A=\sum_i D(E_{ik})E_{ki}.$$

From $XE_{ik}=\sum_jX_{ji}E_{jk}$ and $\sum_iX_{ji}E_{ki}=E_{kj}X$ it follows that

$$\sum_iD(XE_{ik})E_{ki}=\sum_jD(E_{jk})E_{kj}X=AX.$$

The product rule and $\sum_iE_{ik}E_{ki}=1$ turn the same sum into $D(X)+XA$. Hence $D(X)=AX-XA$. In Lean, `col` and `row` are the two expansions, while `h1` and `h2` are the two values of the sum. An empty index type has only one matrix and is treated separately.

For a finite-level quantum system, a complex-linear equation of motion that respects squares of observables is therefore generated by a commutator, as in the Heisenberg picture. The theorem does not say that $A$ is $i$ times a Hermitian Hamiltonian (with $\hbar=1$), since nothing in the hypothesis makes $D$ send observables to observables.

```lean
/-- A complex-linear map obeying the square rule on observables is the commutator with a
fixed matrix. -/
theorem exists_commutator (h : SquareRule D) :
    ∃ A : Matrix n n ℂ, ∀ X, D X = A * X - X * A := by
  rcases isEmpty_or_nonempty n with hn | ⟨⟨k⟩⟩
  · exact ⟨0, fun X => by ext i; exact (hn.false i).elim⟩
  refine ⟨∑ i, D (single i k (1 : ℂ)) * single k i (1 : ℂ), fun X => ?_⟩
  have col : ∀ i, X * single i k (1 : ℂ) = ∑ j, X j i • single j k (1 : ℂ) := by
    intro i
    ext a b
    by_cases hk : k = b <;> simp [Matrix.mul_apply, Matrix.sum_apply, Matrix.single_apply, hk]
  have row : ∀ j, single k j (1 : ℂ) * X = ∑ i, X j i • single k i (1 : ℂ) := by
    intro j
    ext a b
    by_cases hk : k = a <;> simp [Matrix.mul_apply, Matrix.sum_apply, Matrix.single_apply, hk]
  have one : ∑ i, single i k (1 : ℂ) * single k i (1 : ℂ) = (1 : Matrix n n ℂ) := by
    simp only [Matrix.single_mul_single_same, mul_one]
    ext a b
    simp [Matrix.sum_apply, Matrix.single_apply, Matrix.one_apply, ite_and]
  have h1 : ∑ i, D (X * single i k (1 : ℂ)) * single k i (1 : ℂ) =
      (∑ i, D (single i k (1 : ℂ)) * single k i (1 : ℂ)) * X := by
    simp only [col, row, Finset.sum_mul, mul_assoc, map_sum, map_smul, Finset.mul_sum,
      smul_mul_assoc, mul_smul_comm]
    exact Finset.sum_comm
  have h2 : ∑ i, D (X * single i k (1 : ℂ)) * single k i (1 : ℂ) =
      D X + X * ∑ i, D (single i k (1 : ℂ)) * single k i (1 : ℂ) := by
    simp only [leibniz_of_squareRule h, add_mul, Finset.sum_add_distrib, mul_assoc,
      ← Finset.mul_sum]
    rw [one, mul_one]
  exact eq_sub_of_add_eq (h2.symm.trans h1)
```

## A nonzero example with Pauli matrices

For a fixed matrix $Z$, let $D(X)=ZX-XZ$. This is left multiplication by $Z$ minus right multiplication by $Z$.

```lean
/-- The map `X ↦ ZX - XZ`, the commutator with a fixed matrix `Z`. -/
def commutatorWith (Z : Matrix n n ℂ) : Matrix n n ℂ →ₗ[ℂ] Matrix n n ℂ :=
  LinearMap.mulLeft ℂ Z - LinearMap.mulRight ℂ Z
```

Such a map obeys the square rule, because

$$ZX^2-X^2Z=(ZX-XZ)X+X(ZX-XZ).$$

With $Z=\sigma_z$ it is not the zero map: $[\sigma_z,\sigma_x]=2i\sigma_y$, whose upper right entry is $2$. The hypothesis thus admits nonzero maps. The result $2i\sigma_y$ is anti-Hermitian, so this $D$ is not itself a physical motion, and it shows that the square rule alone does not keep observables Hermitian. The multiple $iD$ also obeys the square rule and does keep them Hermitian: $X\mapsto i[\sigma_z,X]$ is the Heisenberg equation of motion for the Hamiltonian $\sigma_z$ (with $\hbar=1$).

The first half of the proof replaces $\sigma_z$ by a general matrix and expands; the second reads off the entry in row 0, column 1, counting from zero.

```lean
/-- The commutator with the Pauli matrix `σ_z` obeys the square rule on observables and does
not annihilate `σ_x`. -/
theorem squareRule_witness :
    SquareRule (commutatorWith (!![1, 0; 0, -1] : Matrix (Fin 2) (Fin 2) ℂ)) ∧
    commutatorWith (!![1, 0; 0, -1] : Matrix (Fin 2) (Fin 2) ℂ) !![0, 1; 1, 0] ≠ 0 := by
  constructor
  · intro K _
    generalize (!![1, 0; 0, -1] : Matrix (Fin 2) (Fin 2) ℂ) = Z
    simp only [commutatorWith, LinearMap.sub_apply, LinearMap.mulLeft_apply,
      LinearMap.mulRight_apply]
    noncomm_ring
  · intro h
    have e := congrArg (fun M : Matrix (Fin 2) (Fin 2) ℂ => M 0 1) h
    norm_num [commutatorWith, Matrix.mul_apply, Fin.sum_univ_succ] at e

end JordanDerivation
```

```lean
#print axioms JordanDerivation.leibniz_of_squareRule
#print axioms JordanDerivation.exists_commutator
```

```
'JordanDerivation.leibniz_of_squareRule' depends on axioms: [propext, Classical.choice, Quot.sound]
'JordanDerivation.exists_commutator' depends on axioms: [propext, Classical.choice, Quot.sound]
```
